# A nonzero shooting solution that fails by $r$ in one row of a Hermitian matrix has an eigenvalue within $|r|/\lVert x\rVert$ of its trial energy

## Can I accept a core level once the energy correction is tiny?

When I solve for a core state, I integrate the radial equation outward from the nucleus and inward from large radius, scale the two branches to agree at a matching point, and use the remaining mismatch there to correct the trial energy. I stop when the correction falls below a tolerance. Recently the matching point landed almost on a node of the orbital, and the correction was tiny although the kink was plainly visible. Was there really a level close to my energy? And can the mismatch tell me on which side of it the level lies?

## The mismatch over the norm bounds the distance to a level

A tiny correction is not enough. Measure the mismatch as the residual of the grid equation at the matching point, not as the jump in slope. Its size divided by the norm of the solution bounds the distance from your energy to the nearest level of the grid Hamiltonian. If the matching amplitude is not zero, the mismatch divided by it also gives an interval on one side of your energy, starting at that energy, which contains a level. That level need not be the one nearest to your energy, so the sign alone does not tell you where the nearest level lies.

Take the radial function $u$ on a uniform grid of spacing $\Delta$, with zero boundary values and the three-point second derivative. In Hartree atomic units, with the centrifugal term included in $V$, the outward branch satisfies every row before the matching row $k$ and the inward branch every row after it. What remains is

$$r=-\frac{u_{k+1}-2u_k+u_{k-1}}{2\Delta^2}+(V_k-E)u_k .$$

The corrected energy is $E+u_k r/\sum_i u_i^2$, and some level of the grid Hamiltonian lies within $|r|/\sqrt{\sum_i u_i^2}$ of $E$. The correction is this radius multiplied by $|u_k|/\sqrt{\sum_i u_i^2}$, up to sign, so near a node it can be small while the radius is not. For a given $u$ with a kink at the matching point, the radius grows like $\Delta^{-1/2}$ as the grid is refined, while the correction stays bounded. The radius is a guarantee, not an estimate of the error.

### From one bad row to an interval

Let $H$ be a Hermitian matrix, $E$ a real energy and $x\neq0$ a vector with $(H-E)x=r\,e_k$, where $e_k$ is the unit vector of row $k$. Write $\langle y,z\rangle=\sum_i\overline{y_i}z_i$ and $\lVert x\rVert^2=\langle x,x\rangle$. Taking the inner product of $Hx=Ex+r\,e_k$ with $x$ and dividing by $\lVert x\rVert^2$ gives the Rayleigh quotient

$$\frac{\langle x,Hx\rangle}{\lVert x\rVert^2}=E+\frac{\overline{x_k}\,r}{\lVert x\rVert^2}.$$

To locate an eigenvalue, let $v_i$ be an orthonormal eigenbasis with eigenvalues $\lambda_i$, and let $c_i=\langle v_i,x\rangle$. For real $a$ and $b$, the coefficient of $(H-a)x$ along $v_i$ is $(\lambda_i-a)c_i$, so

$$\mathrm{Re}\,\langle (H-a)x,(H-b)x\rangle=\sum_i(\lambda_i-a)(\lambda_i-b)|c_i|^2 .$$

If every product $(\lambda_i-a)(\lambda_i-b)$ were positive, the sum would be positive, because some $c_i$ is nonzero. Hence, if the left side is not positive, some eigenvalue lies in the closed interval between $a$ and $b$.

The one-row defect makes the left side explicit. Since $(H-s)x=r\,e_k+(E-s)x$ for any real $s$, expanding the product gives

$$|r|^2+\big[(E-a)+(E-b)\big]\mathrm{Re}(\overline{x_k}r)+(E-a)(E-b)\lVert x\rVert^2 .$$

With $a=E-d$, $b=E+d$ and $d=|r|/\lVert x\rVert$, the middle term vanishes and the rest is $|r|^2-d^2\lVert x\rVert^2=0$. An eigenvalue therefore lies within $d$ of $E$.

For the side, suppose $x_k\neq0$ and put $t=r/x_k$. Since $H$ is Hermitian, $\langle x,Hx\rangle$ is real, and so is $\overline{x_k}r=t|x_k|^2$. Thus $t$ is real. With $a=E$ and $b=E+t$ the expression becomes $t^2|x_k|^2-t\cdot t|x_k|^2=0$, and an eigenvalue lies between $E$ and $E+t$. This interval has length $|r|/|x_k|$, which is at least $|r|/\lVert x\rVert$: it extends to one side only, but can become long near a node, and the eigenvalue in it need not be the one within $|r|/\lVert x\rVert$ of $E$.

The extreme case of your node already occurs for two degenerate levels at energy $0$ with unit coupling. Number the rows $0$ and $1$, and take $E=0$, $x=(1,0)$ and $k=1$. Then $r=1$ and $x_1=0$, so the energy correction is exactly zero, yet the eigenvalues are $\pm1$. Both are at distance $|r|/\lVert x\rVert=1$, so no smaller multiple of this radius would do for all Hermitian matrices.

### What the Lean statements say

The rows are labelled by a finite type `n`, and a trial solution is a function `x : n → ℂ`. `MatchingDefect H E x k r` is the equation $(H-E)x=r\,e_k$, with `Pi.single k r` for $r\,e_k$. `sqNorm x` is the plain sum $\sum_i|x_i|^2$, without a factor of grid spacing, and $\lVert x\rVert$ appears as `√(sqNorm x)`. For a solution normalised in this sense, the Rayleigh quotient is $E+\overline{x_k}r$ and the radius is $|r|$. `IsEigenvalue H μ` says that the real number `μ` has a nonzero eigenvector.

`shooting_certificate` assumes `H.IsHermitian`, `x ≠ 0` and the defect equation, and concludes both the Rayleigh formula and the symmetric bound. `one_sided_certificate` assumes `x k ≠ 0` in place of `x ≠ 0`, and gives a real `t` with $r=t\,x_k$ and an eigenvalue in `Set.uIcc E (E + t)`, the closed interval between the two energies in either order. `radius_sharp` is the two-level example. The matrix need not be tridiagonal.

For core levels, this certifies an eigenvalue of a finite one-electron Hamiltonian in a fixed potential, when all rows except the matching row hold exactly. It does not say which state has been found, so counting nodes remains a separate task, and it does not bound the discretisation error. Schemes in which an overlap matrix or a weight multiplies $E$, such as Numerov's method or a logarithmic radial grid, do not fit the hypotheses as they stand. Neither does an energy-dependent operator, such as the one that results when the small component is eliminated exactly from the radial Dirac equation.

```lean
import Mathlib

open Matrix

namespace ShootingCertificate

noncomputable section

variable {n : Type*} [Fintype n]

/-- The squared norm of a vector of complex amplitudes. -/
def sqNorm (x : n → ℂ) : ℝ := ∑ i, ‖x i‖ ^ 2

/-- The Rayleigh quotient of `H` in the state `x`, for nonzero `x`. -/
def rayleigh (H : Matrix n n ℂ) (x : n → ℂ) : ℂ :=
  (star x ⬝ᵥ H *ᵥ x) / (sqNorm x : ℂ)

/-- The real number `μ` is an eigenvalue of `H`: it has a nonzero eigenvector. -/
def IsEigenvalue (H : Matrix n n ℂ) (μ : ℝ) : Prop :=
  ∃ v : n → ℂ, v ≠ 0 ∧ H *ᵥ v = (μ : ℂ) • v

/-- The trial solution `x` at energy `E` satisfies every row of the eigenvalue equation
except possibly the matching row `k`, where the residual is `r`. -/
def MatchingDefect [DecidableEq n] (H : Matrix n n ℂ) (E : ℝ) (x : n → ℂ) (k : n) (r : ℂ) :
    Prop :=
  H *ᵥ x - (E : ℂ) • x = Pi.single k r

/-- The inner product of a vector with itself is its squared norm. -/
theorem star_dotProduct_self (x : n → ℂ) : star x ⬝ᵥ x = (sqNorm x : ℂ) := by
  simp [dotProduct, sqNorm, Complex.conj_mul']

/-- A nonzero vector has positive squared norm. -/
theorem sqNorm_pos {x : n → ℂ} (hx : x ≠ 0) : 0 < sqNorm x := by
  obtain ⟨i, hi⟩ := Function.ne_iff.mp hx
  have hi' : 0 < ‖x i‖ := norm_pos_iff.mpr hi
  exact Finset.sum_pos' (fun j _ => by positivity) ⟨i, Finset.mem_univ i, by positivity⟩

variable [DecidableEq n] {H : Matrix n n ℂ} {E : ℝ} {x : n → ℂ} {k : n} {r : ℂ}

/-- For Hermitian `H` and nonzero `x`, if the real part of the inner product of `(H - a)x`
and `(H - b)x` is not positive, then some eigenvalue `μ` has `(μ - a)(μ - b) ≤ 0`. -/
theorem exists_eigenvalue_mul_nonpos (hH : H.IsHermitian) (hx : x ≠ 0) (a b : ℝ)
    (hab : (star (H *ᵥ x - (a : ℂ) • x) ⬝ᵥ (H *ᵥ x - (b : ℂ) • x)).re ≤ 0) :
    ∃ μ : ℝ, IsEigenvalue H μ ∧ (μ - a) * (μ - b) ≤ 0 := by
  let v : n → n → ℂ := fun i => (hH.eigenvectorBasis i).ofLp
  have hv : ∀ i, H *ᵥ v i = ((hH.eigenvalues i : ℝ) : ℂ) • v i := fun i =>
    (hH.mulVec_eigenvectorBasis i).trans (by ext j; simp [v])
  have hv0 : ∀ i, v i ≠ 0 := fun i h =>
    hH.eigenvectorBasis.orthonormal.ne_zero i (PiLp.ext fun j => congrFun h j)
  -- Parseval's identity in the eigenbasis
  have pars : ∀ y z : n → ℂ,
      star y ⬝ᵥ z = ∑ i, star (star (v i) ⬝ᵥ y) * (star (v i) ⬝ᵥ z) := by
    intro y z
    have h := hH.eigenvectorBasis.sum_inner_mul_inner (WithLp.toLp 2 y) (WithLp.toLp 2 z)
    simp only [EuclideanSpace.inner_eq_star_dotProduct] at h
    rw [dotProduct_comm (star y) z, ← h]
    refine Finset.sum_congr rfl fun i _ => ?_
    rw [dotProduct_comm z]
    congr 1
    simp only [v, dotProduct, star_sum, star_mul', star_star, Pi.star_apply]
  -- H - s acts on each coefficient by multiplication
  have coef : ∀ (i : n) (s : ℝ), star (v i) ⬝ᵥ (H *ᵥ x - (s : ℂ) • x) =
      ((hH.eigenvalues i - s : ℝ) : ℂ) * (star (v i) ⬝ᵥ x) := by
    intro i s
    have h1 : star (v i) ᵥ* H = ((hH.eigenvalues i : ℝ) : ℂ) • star (v i) := by
      have h := congrArg star (hv i)
      rw [Matrix.star_mulVec, hH.eq] at h
      rw [h, star_smul, Complex.star_def, Complex.conj_ofReal]
    rw [dotProduct_sub, Matrix.dotProduct_mulVec, h1, smul_dotProduct, dotProduct_smul,
      smul_eq_mul, smul_eq_mul]
    push_cast
    ring
  have term : ∀ (p q : ℝ) (c : ℂ),
      (star ((p : ℂ) * c) * ((q : ℂ) * c)).re = p * q * Complex.normSq c := by
    intro p q c
    simp only [Complex.star_def, map_mul, Complex.conj_ofReal, Complex.mul_re, Complex.mul_im,
      Complex.conj_re, Complex.conj_im, Complex.ofReal_re, Complex.ofReal_im,
      Complex.normSq_apply]
    ring
  by_contra hcon
  have hpos : ∀ i, 0 < (hH.eigenvalues i - a) * (hH.eigenvalues i - b) := fun i =>
    lt_of_not_ge fun h => hcon ⟨_, ⟨v i, hv0 i, hv i⟩, h⟩
  have hc : ∃ i, star (v i) ⬝ᵥ x ≠ 0 := by
    by_contra hall
    have hall' : ∀ i, star (v i) ⬝ᵥ x = 0 := fun i => by
      by_contra hi
      exact hall ⟨i, hi⟩
    have h := pars x x
    rw [star_dotProduct_self] at h
    simp only [hall', mul_zero, Finset.sum_const_zero] at h
    exact (sqNorm_pos hx).ne' (by exact_mod_cast h)
  obtain ⟨i, hi⟩ := hc
  rw [pars, Complex.re_sum] at hab
  simp only [coef, term] at hab
  exact absurd hab (not_le_of_gt (Finset.sum_pos'
    (fun j _ => mul_nonneg (hpos j).le (Complex.normSq_nonneg _))
    ⟨i, Finset.mem_univ i, mul_pos (hpos i) (Complex.normSq_pos.mpr hi)⟩))

/-- With a defect only in row `k`, the inner product of `x` with `Hx` is `E` times the squared norm
plus the overlap `conj(x_k) r` of the solution with its defect. -/
theorem expectation_eq (h : MatchingDefect H E x k r) :
    star x ⬝ᵥ H *ᵥ x = (E : ℂ) * (sqNorm x : ℂ) + star (x k) * r := by
  have h1 : H *ᵥ x = Pi.single k r + (E : ℂ) • x := sub_eq_iff_eq_add.mp h
  rw [h1, dotProduct_add, dotProduct_single, dotProduct_smul, star_dotProduct_self,
    smul_eq_mul, Pi.star_apply]
  ring

/-- For a defect only in row `k`, the inner product of `(H - a)x` and `(H - b)x` has a real part
fixed by `E`, `a`, `b`, `r`, the matching amplitude `x_k` and the norm of `x`. -/
theorem defect_inner (h : MatchingDefect H E x k r) (a b : ℝ) :
    (star (H *ᵥ x - (a : ℂ) • x) ⬝ᵥ (H *ᵥ x - (b : ℂ) • x)).re =
      ‖r‖ ^ 2 + ((E - a) + (E - b)) * (star (x k) * r).re + (E - a) * (E - b) * sqNorm x := by
  have shift : ∀ s : ℝ,
      H *ᵥ x - (s : ℂ) • x = Pi.single k r + ((E - s : ℝ) : ℂ) • x := by
    intro s
    rw [← h]
    push_cast
    module
  have s1 : ∀ w : n → ℂ, star (Pi.single k r : n → ℂ) ⬝ᵥ w = star r * w k := by
    intro w
    rw [Matrix.star_dotProduct, dotProduct_single]
    simp [mul_comm]
  rw [shift a, shift b]
  simp only [star_add, star_smul, add_dotProduct, dotProduct_add, smul_dotProduct,
    dotProduct_smul, s1, dotProduct_single, star_dotProduct_self, Pi.single_eq_same,
    Pi.add_apply, Pi.smul_apply, smul_eq_mul, Pi.star_apply, Complex.star_def,
    Complex.conj_ofReal]
  simp only [Complex.add_re, Complex.add_im, Complex.mul_re, Complex.mul_im,
    Complex.conj_re, Complex.conj_im,
    Complex.ofReal_re, Complex.ofReal_im, Complex.sq_norm, Complex.normSq_apply]
  ring

/-- Let `H` be Hermitian and let the nonzero trial solution `x` at real energy `E` fail only in
row `k`, by `r`. Its Rayleigh quotient is `E + conj(x_k) r / ‖x‖²`, and some eigenvalue of `H`
lies within `|r| / ‖x‖` of `E`. -/
theorem shooting_certificate (hH : H.IsHermitian) (hx : x ≠ 0)
    (h : MatchingDefect H E x k r) :
    rayleigh H x = (E : ℂ) + star (x k) * r / (sqNorm x : ℂ) ∧
      ∃ μ : ℝ, IsEigenvalue H μ ∧ |μ - E| ≤ ‖r‖ / √(sqNorm x) := by
  have hN := sqNorm_pos hx
  constructor
  · have hN' : (sqNorm x : ℂ) ≠ 0 := by exact_mod_cast hN.ne'
    rw [rayleigh, expectation_eq h, add_div, mul_div_cancel_right₀ _ hN']
  · have hd : (‖r‖ / √(sqNorm x)) ^ 2 * sqNorm x = ‖r‖ ^ 2 := by
      rw [div_pow, Real.sq_sqrt hN.le, div_mul_cancel₀ _ hN.ne']
    have hd0 : 0 ≤ ‖r‖ / √(sqNorm x) := by positivity
    generalize ‖r‖ / √(sqNorm x) = d at hd hd0 ⊢
    -- test the interval [E - d, E + d]
    obtain ⟨μ, hμ, hle⟩ := exists_eigenvalue_mul_nonpos hH hx (E - d) (E + d) (by
      rw [defect_inner h]
      apply le_of_eq
      linear_combination -hd)
    exact ⟨μ, hμ, abs_le_of_sq_le_sq (by linarith) hd0⟩

/-- For Hermitian `H` and a defect `r` only in row `k`, with `x_k ≠ 0`, the ratio `t = r / x_k`
is real and some eigenvalue of `H` lies between `E` and `E + t`. -/
theorem one_sided_certificate (hH : H.IsHermitian) (hk : x k ≠ 0)
    (h : MatchingDefect H E x k r) :
    ∃ t : ℝ, r = (t : ℂ) * x k ∧ ∃ μ : ℝ, IsEigenvalue H μ ∧ μ ∈ Set.uIcc E (E + t) := by
  have hx : x ≠ 0 := fun h0 => hk (congrFun h0 k)
  -- Hermiticity makes the expectation value, hence conj(x_k) r, real
  have hreal : star (star x ⬝ᵥ H *ᵥ x) = star x ⬝ᵥ H *ᵥ x := by
    rw [← Matrix.star_dotProduct, Matrix.star_mulVec, hH.eq, ← Matrix.dotProduct_mulVec]
  have him : (star (x k) * r).im = 0 := by
    rw [expectation_eq h] at hreal
    have h2 := congrArg Complex.im hreal
    simp only [Complex.star_def, Complex.conj_im, Complex.add_im, Complex.mul_im,
      Complex.conj_re, Complex.ofReal_re, Complex.ofReal_im] at h2 ⊢
    linarith
  have hq : r = (r / x k) * x k := (div_mul_cancel₀ r hk).symm
  have hqim : (r / x k).im = 0 := by
    have h3 : (star (x k) * r).im = (r / x k).im * Complex.normSq (x k) := by
      conv_lhs => rw [hq]
      simp only [Complex.star_def, Complex.mul_im, Complex.mul_re, Complex.conj_re,
        Complex.conj_im, Complex.normSq_apply]
      ring
    rw [him] at h3
    exact (mul_eq_zero.mp h3.symm).resolve_right (Complex.normSq_pos.mpr hk).ne'
  have hr : r = (((r / x k).re : ℝ) : ℂ) * x k := by
    have h4 : (((r / x k).re : ℝ) : ℂ) = r / x k := Complex.ext (by simp) (by simp [hqim])
    rw [h4]
    exact hq
  generalize (r / x k).re = t at hr
  refine ⟨t, hr, ?_⟩
  obtain ⟨μ, hμ, hle⟩ := exists_eigenvalue_mul_nonpos hH hx E (E + t) (by
    rw [defect_inner h, hr]
    apply le_of_eq
    simp only [Complex.sq_norm, Complex.normSq_apply, Complex.star_def, Complex.mul_re,
      Complex.mul_im, Complex.conj_re, Complex.conj_im, Complex.ofReal_re, Complex.ofReal_im]
    ring)
  refine ⟨μ, hμ, Set.mem_uIcc.mpr ?_⟩
  rcases mul_nonpos_iff.mp hle with ⟨h1, h2⟩ | ⟨h1, h2⟩
  · exact Or.inl ⟨by linarith, by linarith⟩
  · exact Or.inr ⟨by linarith, by linarith⟩

/-- For two degenerate levels at energy `0` with unit coupling, the trial solution `(1, 0)` at
`E = 0` fails only in the second row, by `r = 1`, and every eigenvalue is at distance exactly
`|r| / ‖x‖` from `E`. -/
theorem radius_sharp :
    MatchingDefect !![0, 1; 1, 0] 0 ![1, 0] (1 : Fin 2) 1 ∧
      ∀ μ : ℝ, IsEigenvalue !![0, 1; 1, 0] μ →
        |μ - 0| = ‖(1 : ℂ)‖ / √(sqNorm ![(1 : ℂ), 0]) := by
  constructor
  · unfold MatchingDefect
    ext i
    fin_cases i <;> simp
  · rintro μ ⟨v, hv0, hv⟩
    have h0 : v 1 = (μ : ℂ) * v 0 := by
      simpa [Matrix.mulVec, dotProduct, Fin.sum_univ_two] using congrFun hv 0
    have h1 : v 0 = (μ : ℂ) * v 1 := by
      simpa [Matrix.mulVec, dotProduct, Fin.sum_univ_two] using congrFun hv 1
    have hsq : (μ : ℂ) ^ 2 = 1 := by
      by_contra hne
      have h2 : ((μ : ℂ) ^ 2 - 1) * v 0 = 0 := by
        linear_combination -h1 - (μ : ℂ) * h0
      have hz : v 0 = 0 := (mul_eq_zero.mp h2).resolve_left (sub_ne_zero.mpr hne)
      have hz1 : v 1 = 0 := by rw [h0, hz, mul_zero]
      apply hv0
      ext i
      fin_cases i
      · exact hz
      · exact hz1
    have hsq' : μ ^ 2 = 1 := by exact_mod_cast hsq
    have hfac : (μ - 1) * (μ + 1) = 0 := by linear_combination hsq'
    have habs : |μ| = 1 := by
      rcases mul_eq_zero.mp hfac with h3 | h3
      · rw [show μ = 1 by linarith, abs_one]
      · rw [show μ = -1 by linarith, abs_neg, abs_one]
    simp [sqNorm, Fin.sum_univ_two, habs]

end

end ShootingCertificate
```

```lean
#print axioms ShootingCertificate.shooting_certificate
#print axioms ShootingCertificate.one_sided_certificate
#print axioms ShootingCertificate.radius_sharp
```

```
'ShootingCertificate.shooting_certificate' depends on axioms: [propext, Classical.choice, Quot.sound]
'ShootingCertificate.one_sided_certificate' depends on axioms: [propext, Classical.choice, Quot.sound]
'ShootingCertificate.radius_sharp' depends on axioms: [propext, Classical.choice, Quot.sound]
```

### How the lemmas carry the argument

`exists_eigenvalue_mul_nonpos` is the spectral step. Inside it, `pars` is Parseval's identity in the eigenbasis, `coef` gives the coefficients $(\lambda_i-s)c_i$, and `term` computes the real part of each summand. The proof then supposes that no eigenvalue satisfies the inequality. That makes every product positive (`hpos`), `hc` supplies a nonzero coefficient, and `Finset.sum_pos'` makes the whole sum positive, against the assumption `hab`.

`expectation_eq` takes the inner product of the defect equation with $x$; `star_dotProduct_self` turns $\langle x,x\rangle$ into the squared norm, and `sqNorm_pos` permits the later division by it. `defect_inner` rewrites $(H-s)x$ through `shift`, evaluates the products with $r\,e_k$, and leaves the comparison of real and imaginary parts to `ring`.

In `shooting_certificate`, `hd` records $d^2\lVert x\rVert^2=|r|^2$. This cancels the inner product at $a,b=E\mp d$, and the resulting inequality $(\mu-E)^2\le d^2$ becomes the absolute-value bound through `abs_le_of_sq_le_sq`.

In `one_sided_certificate`, `hreal` states that the expectation value is real, `him` passes this on to $\overline{x_k}r$, and `hqim` to $r/x_k$. The spectral lemma is then applied at $E$ and $E+t$, and `mul_nonpos_iff` separates the two possible orders of the endpoints.

For `radius_sharp`, the two rows of the eigenvalue equation read $v_1=\mu v_0$ and $v_0=\mu v_1$. A nonzero vector then forces $\mu^2=1$, hence $|\mu|=1$, which equals the radius.
